# Every level of a Hermitian fragment has a dimer level within the coupling bound

Couple two finite Hermitian fragments into a dimer. Each level of the first fragment then has a dimer level no farther away than the bound on the coupling. For a stretched molecule, this answers whether the fragment's levels survive in the spectrum of the whole.

The setting is a one-electron or mean-field Hamiltonian in a finite orthonormal orbital basis. A fragment's Hamiltonian is its own diagonal block of the dimer's, including any potential from the other fragment. The result locates levels, not their occupations, and does not count degeneracy: the proof may pick the same dimer level for two fragment levels.

```lean
import Mathlib

open Matrix Filter Topology

namespace StretchedDimer

noncomputable section

variable {m n : Type*} [Fintype m] [Fintype n] [DecidableEq m] [DecidableEq n]
```

Lengths ‖x‖ are Euclidean; `toLp 2` selects this norm.

```lean
/-- The Euclidean length of a complex state vector. -/
def len (x : n → ℂ) : ℝ := ‖WithLp.toLp 2 x‖
```

A level is a real number with a nonzero eigenvector.

```lean
/-- The real number `E` is a level of `H`: it has a nonzero eigenvector. -/
def IsLevel (H : Matrix n n ℂ) (E : ℝ) : Prop :=
  ∃ x : n → ℂ, x ≠ 0 ∧ H *ᵥ x = (E : ℂ) • x
```

A and C are the fragment Hamiltonians, and B holds the hopping amplitudes between them. Bᴴ is the conjugate transpose of B.

```lean
/-- The Hamiltonian of two fragments `A` and `C` coupled by `B`. -/
def dimer (A : Matrix m m ℂ) (B : Matrix m n ℂ) (C : Matrix n n ℂ) :
    Matrix (m ⊕ n) (m ⊕ n) ℂ := fromBlocks A B Bᴴ C
```

The number b limits how strongly Bᴴ carries states of the first fragment into the second. The largest singular value of B will serve.

```lean
/-- The coupling carries a state of the first fragment to one at most `b` times as long. -/
def CouplingBound (B : Matrix m n ℂ) (b : ℝ) : Prop :=
  ∀ x : m → ℂ, len (Bᴴ *ᵥ x) ≤ b * len x
```

## (a) The inner product in components

Show that

⟨u, v⟩ = Σᵢ uᵢ* vᵢ.

**Solution.** Expand both vectors in the orthonormal unit vectors; the cross terms vanish. Mathlib orders the factors the other way, so Lean commutes them.

```lean
omit [DecidableEq n] in
/-- The inner product of two states, written in components. -/
theorem inner_eq (u v : EuclideanSpace ℂ n) :
    inner ℂ u v = star u.ofLp ⬝ᵥ v.ofLp := by
  rw [EuclideanSpace.inner_eq_star_dotProduct, dotProduct_comm]
```

## (b) Nonzero states have positive length

For x ≠ 0, show that

‖x‖ > 0.

**Solution.** ‖x‖² = Σᵢ |xᵢ|² has no negative term and at least one positive term.

```lean
omit [DecidableEq n] in
/-- A nonzero state has positive length. -/
theorem len_pos {x : n → ℂ} (hx : x ≠ 0) : 0 < len x :=
  norm_pos_iff.mpr fun h => hx (congrArg WithLp.ofLp h)
```

## (c) Eigenvectors of a Hermitian matrix

Let H be Hermitian with orthonormal eigenbasis eᵢ and eigenvalues Eᵢ. Show that

eᵢ ≠ 0 and H eᵢ = Eᵢ eᵢ.

**Solution.** Each eᵢ has length one, and the spectral theorem supplies the equation. Every Eᵢ is therefore a level.

```lean
/-- Each vector of the eigenbasis of a Hermitian matrix is nonzero and solves the
eigenvalue equation. -/
theorem eigenbasis_spec {H : Matrix n n ℂ} (hH : H.IsHermitian) (i : n) :
    (hH.eigenvectorBasis i).ofLp ≠ 0 ∧
      H *ᵥ (hH.eigenvectorBasis i).ofLp =
        (hH.eigenvalues i : ℂ) • (hH.eigenvectorBasis i).ofLp := by
  constructor
  · intro h
    exact hH.eigenvectorBasis.orthonormal.ne_zero i (PiLp.ext fun j => congrFun h j)
  · rw [hH.mulVec_eigenvectorBasis i]
    ext j
    simp
```

## (d) A product that is nonnegative on the spectrum

Let α and β be real with (Eᵢ − α)(Eᵢ − β) ≥ 0 for all i. Show that

Re ⟨(H − α)x, (H − β)x⟩ ≥ 0.

**Solution.** Put cᵢ = ⟨eᵢ, x⟩. Since H is Hermitian, ⟨eᵢ, (H − γ)x⟩ = (Eᵢ − γ)cᵢ for real γ; this is `key`. Inserting the complete basis gives

⟨(H − α)x, (H − β)x⟩ = Σᵢ (Eᵢ − α)(Eᵢ − β)|cᵢ|² ≥ 0.

The insertion is Mathlib's `sum_inner_mul_inner`, which states Σᵢ ⟨u, eᵢ⟩⟨eᵢ, v⟩ = ⟨u, v⟩ for any orthonormal basis. Lean applies it from right to left to `hH.eigenvectorBasis`, the basis that Mathlib builds from the proof `hH` that H is Hermitian. One inner product becomes a sum whose terms can be checked separately.

```lean
/-- If `(E - α)(E - β)` is nonnegative for every eigenvalue `E` of a Hermitian `H`, then the inner
product of `(H - α) x` with `(H - β) x` has nonnegative real part for every vector `x`. -/
theorem spectral_positivity {H : Matrix n n ℂ} (hH : H.IsHermitian) (x : n → ℂ) {α β : ℝ}
    (hgap : ∀ i, 0 ≤ (hH.eigenvalues i - α) * (hH.eigenvalues i - β)) :
    0 ≤ (star (H *ᵥ x - (α : ℂ) • x) ⬝ᵥ (H *ᵥ x - (β : ℂ) • x)).re := by
  -- in the eigenbasis, `H - γ` multiplies each amplitude by `E - γ`
  have key (i : n) (γ : ℝ) :
      inner ℂ (hH.eigenvectorBasis i) (WithLp.toLp 2 (H *ᵥ x - (γ : ℂ) • x)) =
        ((hH.eigenvalues i - γ : ℝ) : ℂ) *
          inner ℂ (hH.eigenvectorBasis i) (WithLp.toLp 2 x) := by
    have h2 := congrArg star (eigenbasis_spec hH i).2
    rw [Matrix.star_mulVec, hH.eq, star_smul] at h2
    have hs : star (hH.eigenvectorBasis i).ofLp ⬝ᵥ (H *ᵥ x) =
        (hH.eigenvalues i : ℂ) * (star (hH.eigenvectorBasis i).ofLp ⬝ᵥ x) := by
      rw [Matrix.dotProduct_mulVec, h2, smul_dotProduct]
      simp
    rw [inner_eq, inner_eq]
    change star (hH.eigenvectorBasis i).ofLp ⬝ᵥ (H *ᵥ x - (γ : ℂ) • x) =
      _ * (star (hH.eigenvectorBasis i).ofLp ⬝ᵥ x)
    rw [dotProduct_sub, hs, dotProduct_smul, smul_eq_mul]
    push_cast
    ring
  have hre (p q : ℝ) (c : ℂ) :
      ((starRingEnd ℂ) ((p : ℂ) * c) * ((q : ℂ) * c)).re = p * q * Complex.normSq c := by
    simp [Complex.normSq_apply]
    ring
  have e : star (H *ᵥ x - (α : ℂ) • x) ⬝ᵥ (H *ᵥ x - (β : ℂ) • x) =
      inner ℂ (WithLp.toLp 2 (H *ᵥ x - (α : ℂ) • x))
        (WithLp.toLp 2 (H *ᵥ x - (β : ℂ) • x)) := (inner_eq _ _).symm
  rw [e, ← hH.eigenvectorBasis.sum_inner_mul_inner, Complex.re_sum]
  refine Finset.sum_nonneg fun i _ => ?_
  rw [← inner_conj_symm (WithLp.toLp 2 (H *ᵥ x - (α : ℂ) • x)) (hH.eigenvectorBasis i),
    key i α, key i β, hre]
  exact mul_nonneg (hgap i) (Complex.normSq_nonneg _)
```

## (e) The fragment state as a trial vector

Let H now be the dimer, with the condition of (d), and let Ax = ax with x ≠ 0. Show that

(a − α)(β − a) ≤ b².

**Solution.** Extend x by zero to v = (x, 0). Then (`hres`)

(H − γ)v = ((a − γ)x, Bᴴx).

By (d) and the coupling bound,

0 ≤ (a − α)(a − β)‖x‖² + ‖Bᴴx‖² ≤ [(a − α)(a − β) + b²]‖x‖².

Divide by ‖x‖² > 0.

```lean
/-- If `(E - α)(E - β)` is nonnegative for every eigenvalue `E` of a Hermitian dimer with
coupling bound `b`, then each level `a` of the first fragment obeys `(a - α)(β - a) ≤ b²`. -/
theorem trial_inequality {A : Matrix m m ℂ} {B : Matrix m n ℂ} {C : Matrix n n ℂ}
    (hH : (dimer A B C).IsHermitian) {a b α β : ℝ} (hB : CouplingBound B b)
    (ha : IsLevel A a)
    (hgap : ∀ i, 0 ≤ (hH.eigenvalues i - α) * (hH.eigenvalues i - β)) :
    (a - α) * (β - a) ≤ b ^ 2 := by
  obtain ⟨x, hx, hAx⟩ := ha
  -- `H - γ` sends the fragment state, extended by zero, to `((a - γ) x, Bᴴ x)`
  have hres (γ : ℝ) : dimer A B C *ᵥ Sum.elim x (0 : n → ℂ) -
      (γ : ℂ) • Sum.elim x (0 : n → ℂ) =
        Sum.elim (((a - γ : ℝ) : ℂ) • x) (Bᴴ *ᵥ x) := by
    rw [dimer, fromBlocks_mulVec, Sum.elim_comp_inl, Sum.elim_comp_inr, hAx]
    ext (i | i) <;> simp [sub_mul]
  have hx2 : star x ⬝ᵥ x = (len x : ℂ) ^ 2 :=
    (inner_eq (WithLp.toLp 2 x) (WithLp.toLp 2 x)).symm.trans (inner_self_eq_norm_sq_to_K _)
  have hy2 : star (Bᴴ *ᵥ x) ⬝ᵥ (Bᴴ *ᵥ x) = (len (Bᴴ *ᵥ x) : ℂ) ^ 2 :=
    (inner_eq (WithLp.toLp 2 (Bᴴ *ᵥ x)) (WithLp.toLp 2 (Bᴴ *ᵥ x))).symm.trans
      (inner_self_eq_norm_sq_to_K _)
  have hsplit (p r : m → ℂ) (q s : n → ℂ) :
      star (Sum.elim p q) ⬝ᵥ Sum.elim r s = star p ⬝ᵥ r + star q ⬝ᵥ s := by
    simp [dotProduct, Fintype.sum_sum_type]
  have e : star (Sum.elim (((a - α : ℝ) : ℂ) • x) (Bᴴ *ᵥ x)) ⬝ᵥ
      Sum.elim (((a - β : ℝ) : ℂ) • x) (Bᴴ *ᵥ x) =
        (((a - α) * (a - β) * len x ^ 2 + len (Bᴴ *ᵥ x) ^ 2 : ℝ) : ℂ) := by
    rw [hsplit, hy2]
    simp only [star_smul, smul_dotProduct, dotProduct_smul, hx2, Complex.star_def,
      Complex.conj_ofReal, smul_eq_mul]
    push_cast
    ring
  have h := spectral_positivity hH (Sum.elim x (0 : n → ℂ)) hgap
  rw [hres α, hres β, e, Complex.ofReal_re] at h
  have hs := pow_le_pow_left₀ (show 0 ≤ len (Bᴴ *ᵥ x) from norm_nonneg _) (hB x) 2
  have h3 : 0 ≤ ((a - α) * (a - β) + b ^ 2) * len x ^ 2 := by nlinarith
  have h4 := (mul_nonneg_iff_of_pos_right (pow_pos (len_pos hx) 2)).mp h3
  linarith
```

## (f) The nearest dimer level

For Hermitian A and C, show that some dimer level E satisfies

|E − a| ≤ b.

**Solution.** Let d be the smallest |Eᵢ − a|, found by `Finite.exists_min`. Choose α = a − d and β = a + d. Then

(Eᵢ − α)(Eᵢ − β) = (Eᵢ − a)² − d² ≥ 0,

so (e) gives d² ≤ b². Since 0 ≤ ‖Bᴴx‖ ≤ b‖x‖, b is nonnegative, and d ≤ b.

```lean
/-- Every level `a` of a Hermitian fragment, coupled with bound `b` to another Hermitian
fragment, has a level of the dimer within distance `b`. -/
theorem exists_level_near {A : Matrix m m ℂ} {B : Matrix m n ℂ} {C : Matrix n n ℂ}
    (hA : A.IsHermitian) (hC : C.IsHermitian) {a b : ℝ} (hB : CouplingBound B b)
    (ha : IsLevel A a) : ∃ E, IsLevel (dimer A B C) E ∧ |E - a| ≤ b := by
  have hH : (dimer A B C).IsHermitian := hA.fromBlocks rfl hC
  obtain ⟨x, hx, hAx⟩ := ha
  obtain ⟨i, _⟩ := Function.ne_iff.mp hx
  have : Nonempty (m ⊕ n) := ⟨Sum.inl i⟩
  -- take the dimer level nearest to `a`
  obtain ⟨k, hk⟩ := Finite.exists_min (fun k => |hH.eigenvalues k - a|)
  refine ⟨hH.eigenvalues k, ⟨_, eigenbasis_spec hH k⟩, ?_⟩
  have hb : 0 ≤ b := (mul_nonneg_iff_of_pos_right (len_pos hx)).mp
    ((show 0 ≤ len (Bᴴ *ᵥ x) from norm_nonneg _).trans (hB x))
  have h := trial_inequality hH (α := a - |hH.eigenvalues k - a|)
    (β := a + |hH.eigenvalues k - a|) hB ⟨x, hx, hAx⟩ (fun j => by
      have h1 := sq_le_sq.mpr (hk j)
      have h2 := sq_abs (hH.eigenvalues k - a)
      nlinarith)
  by_contra hlt
  have hlt' := not_le.mp hlt
  nlinarith
```

## (g) A fragment level inside a dimer gap

Let α ≤ β, with no dimer level strictly between them. Show that again

(a − α)(β − a) ≤ b².

**Solution.** For each dimer level, E − α and E − β are both nonpositive or both nonnegative. Their product is nonnegative, and (e) applies.

```lean
/-- If no level of the dimer lies strictly between `α` and `β`, where `α ≤ β`, then each level
`a` of the first fragment obeys `(a - α)(β - a) ≤ b²`; both fragments are Hermitian and `b`
bounds the coupling. -/
theorem gap_bound {A : Matrix m m ℂ} {B : Matrix m n ℂ} {C : Matrix n n ℂ}
    (hA : A.IsHermitian) (hC : C.IsHermitian) {a b α β : ℝ} (hB : CouplingBound B b)
    (ha : IsLevel A a) (hαβ : α ≤ β)
    (hgap : ∀ E, IsLevel (dimer A B C) E → E ≤ α ∨ β ≤ E) :
    (a - α) * (β - a) ≤ b ^ 2 := by
  have hH : (dimer A B C).IsHermitian := hA.fromBlocks rfl hC
  refine trial_inequality hH hB ha fun i => ?_
  rcases hgap _ ⟨_, eigenbasis_spec hH i⟩ with h | h
  · exact mul_nonneg_of_nonpos_of_nonpos (by linarith) (by linarith)
  · exact mul_nonneg (by linarith) (by linarith)
```

## (h) Second-order shift of an isolated level

Let |E − a| ≤ δ with δ > 0, and let all dimer levels other than E lie at least δ from a. Show that

|E − a| ≤ b²/δ.

**Solution.** If E ≥ a, no level lies strictly between a − δ and E, so (g) gives δ(E − a) ≤ b². If E ≤ a, use the interval from E to a + δ.

```lean
/-- Let `E` lie within `δ > 0` of a level `a` of the first fragment, and let every other dimer
level be at least `δ` away from `a`. For Hermitian fragments with coupling bound `b`, the
distance from `E` to `a` is then at most `b² / δ`. -/
theorem second_order_shift {A : Matrix m m ℂ} {B : Matrix m n ℂ} {C : Matrix n n ℂ}
    (hA : A.IsHermitian) (hC : C.IsHermitian) {a b δ E : ℝ} (hB : CouplingBound B b)
    (ha : IsLevel A a) (hδ : 0 < δ) (hE : |E - a| ≤ δ)
    (hfar : ∀ E', IsLevel (dimer A B C) E' → E' ≠ E → δ ≤ |E' - a|) :
    |E - a| ≤ b ^ 2 / δ := by
  obtain ⟨h1, h2⟩ := abs_le.mp hE
  rw [le_div_iff₀ hδ]
  rcases le_total a E with h | h
  · -- no dimer level lies strictly between `a - δ` and `E`
    have hg := gap_bound hA hC (α := a - δ) (β := E) hB ha (by linarith) (fun E' hE' => by
      by_cases heq : E' = E
      · exact Or.inr heq.ge
      · rcases le_abs.mp (hfar E' hE' heq) with h3 | h3
        · exact Or.inr (by linarith)
        · exact Or.inl (by linarith))
    rw [abs_of_nonneg (by linarith)]
    nlinarith
  · -- no dimer level lies strictly between `E` and `a + δ`
    have hg := gap_bound hA hC (α := E) (β := a + δ) hB ha (by linarith) (fun E' hE' => by
      by_cases heq : E' = E
      · exact Or.inl heq.le
      · rcases le_abs.mp (hfar E' hE' heq) with h3 | h3
        · exact Or.inr (by linarith)
        · exact Or.inl (by linarith))
    rw [abs_of_nonpos (by linarith)]
    nlinarith
```

To apply this to a tight-binding model in an orthonormal basis, diagonalise A to find a, and take b as the largest singular value of B. The distance from a to the other dimer levels must be known separately. With b = 0.1 eV and all dimer levels but one at least 2 eV from a, that one is shifted by at most 0.005 eV. Identical fragments may gain nothing: in (j), with b > 0, δ cannot exceed b, and the bound is no better than (f).

## (i) Vanishing coupling

Let C, B and b depend on a parameter t, with A fixed and b(t) → 0. Find dimer levels E(t) such that

E(t) → a.

**Solution.** Choose E(t) from (f) for each t; then |E(t) − a| ≤ b(t) → 0. Lean uses `choose` and `squeeze_zero`; the filter `l` can represent growing separation. That b vanishes is a physical assumption, and a fixed A is an idealisation: stretching a real molecule also changes the other fragment's potential, which A includes. At each separation (f) still holds, with a taken from the A of that separation.

```lean
/-- Along a family of Hermitian dimers with fixed first fragment and coupling bounds tending to
zero, each level `a` of that fragment is the limit of a family of dimer levels. -/
theorem level_recovered {ι : Type*} {l : Filter ι} {A : Matrix m m ℂ}
    {B : ι → Matrix m n ℂ} {C : ι → Matrix n n ℂ} {a : ℝ} {b : ι → ℝ}
    (hA : A.IsHermitian) (hC : ∀ t, (C t).IsHermitian)
    (hB : ∀ t, CouplingBound (B t) (b t)) (hb : Tendsto b l (𝓝 0)) (ha : IsLevel A a) :
    ∃ E : ι → ℝ, (∀ t, IsLevel (dimer A (B t) (C t)) (E t)) ∧ Tendsto E l (𝓝 a) := by
  choose E hE hd using fun t => exists_level_near hA (hC t) (hB t) ha
  refine ⟨E, hE, tendsto_iff_norm_sub_tendsto_zero.mpr ?_⟩
  exact squeeze_zero (fun t => norm_nonneg _)
    (fun t => (Real.norm_eq_abs _).trans_le (hd t)) hb
```

## (j) Two degenerate orbitals attain the bound

Take A = C = 0, each with one orbital, and B = b ≥ 0. Show that 0 is a fragment level, b is a coupling bound, and every dimer level obeys

|E − 0| = b.

**Solution.** Every x solves Ax = 0, and ‖Bᴴx‖ = b‖x‖. For a dimer eigenvector (v₁, v₂), Ev₁ = bv₂ and Ev₂ = bv₁. Hence (E² − b²)v₁ = (E² − b²)v₂ = 0. One amplitude is nonzero, so E² = b².

```lean
/-- For two one-orbital fragments at energy zero with coupling `b ≥ 0`, every dimer level lies
at distance exactly `b` from the fragment level, and `b` is a coupling bound. -/
theorem bound_attained {b : ℝ} (hb : 0 ≤ b) :
    IsLevel (0 : Matrix (Fin 1) (Fin 1) ℂ) 0 ∧
    CouplingBound ((b : ℂ) • (1 : Matrix (Fin 1) (Fin 1) ℂ)) b ∧
    ∀ E, IsLevel (dimer (0 : Matrix (Fin 1) (Fin 1) ℂ)
      ((b : ℂ) • (1 : Matrix (Fin 1) (Fin 1) ℂ)) 0) E → |E - 0| = b := by
  refine ⟨⟨1, one_ne_zero, by simp⟩, fun x => ?_, ?_⟩
  · have h : ((b : ℂ) • (1 : Matrix (Fin 1) (Fin 1) ℂ))ᴴ *ᵥ x = (b : ℂ) • x := by
      ext i
      fin_cases i
      simp [Matrix.mulVec, dotProduct]
    have e : len ((b : ℂ) • x) = b * len x := by
      unfold len
      rw [WithLp.toLp_smul, norm_smul, Complex.norm_real, Real.norm_of_nonneg hb]
    rw [h]
    exact e.le
  · rintro E ⟨v, hv, h⟩
    have h1 := congrFun h (Sum.inl 0)
    have h2 := congrFun h (Sum.inr 0)
    simp [dimer, Matrix.mulVec, dotProduct, Fintype.sum_sum_type] at h1 h2
    -- eliminating one amplitude leaves `E² = b²`
    have hE : (E : ℂ) ^ 2 = (b : ℂ) ^ 2 := by
      by_contra hne
      have z1 : ((E : ℂ) ^ 2 - (b : ℂ) ^ 2) * v (Sum.inl 0) = 0 := by
        linear_combination (-(E : ℂ)) * h1 - (b : ℂ) * h2
      have z2 : ((E : ℂ) ^ 2 - (b : ℂ) ^ 2) * v (Sum.inr 0) = 0 := by
        linear_combination (-(E : ℂ)) * h2 - (b : ℂ) * h1
      apply hv
      ext (i | i)
      · rw [Subsingleton.elim i 0]
        exact (mul_eq_zero.mp z1).resolve_left (sub_ne_zero.mpr hne)
      · rw [Subsingleton.elim i 0]
        exact (mul_eq_zero.mp z2).resolve_left (sub_ne_zero.mpr hne)
    have hE' : E ^ 2 = b ^ 2 := by exact_mod_cast hE
    rw [sub_zero]
    exact ((sq_eq_sq_iff_abs_eq_abs E b).mp hE').trans (abs_of_nonneg hb)

end

end StretchedDimer
```

```lean
#print axioms StretchedDimer.exists_level_near
#print axioms StretchedDimer.second_order_shift
#print axioms StretchedDimer.level_recovered
#print axioms StretchedDimer.bound_attained
```

```
'StretchedDimer.exists_level_near' depends on axioms: [propext, Classical.choice, Quot.sound]
'StretchedDimer.second_order_shift' depends on axioms: [propext, Classical.choice, Quot.sound]
'StretchedDimer.level_recovered' depends on axioms: [propext, Classical.choice, Quot.sound]
'StretchedDimer.bound_attained' depends on axioms: [propext, Classical.choice, Quot.sound]
```
